# The Nosé–Hoover scaling substep with $n$ momentum components preserves $e^{ns}\,dp\,dz\,ds$

In constant-temperature molecular dynamics with a Nosé–Hoover thermostat, a fluctuating friction variable $z$ damps or amplifies all momenta $p$, and phase-space volume shrinks or grows with them. When an integrator carries out this rescaling as a separate substep, one can ask which measure the substep leaves unchanged, given a further variable $s$ that accumulates the friction.

```lean
import Mathlib

open MeasureTheory

namespace NoseHooverScaling

noncomputable section

/-- Points `(p, z, s)`: `n` momentum components, the friction variable `z` and the
thermostat position `s`. -/
abbrev Phase (n : ℕ) := (Fin n → ℝ) × ℝ × ℝ

variable {n : ℕ}

/-- The scaling substep of duration `t`: `(p, z, s) ↦ (exp(-tz) p, z, s + tz)`. -/
def scalingStep (t : ℝ) (x : Phase n) : Phase n :=
  (Real.exp (-t * x.2.1) • x.1, x.2.1, x.2.2 + t * x.2.1)

/-- The scaling part of the Nose-Hoover vector field: `p' = -z p`, `z' = 0`, `s' = z`. -/
def scalingField (x : Phase n) : Phase n := (-x.2.1 • x.1, 0, x.2.1)

/-- The measure with density `exp(a s)` with respect to Lebesgue measure `dp dz ds`. -/
def weightedMeasure (n : ℕ) (a : ℝ) : Measure (Phase n) :=
  volume.withDensity fun x => ENNReal.ofReal (Real.exp (a * x.2.2))

/-- The linear functional that reads off the friction component `z`. -/
def frictionCoord (n : ℕ) : Phase n →L[ℝ] ℝ :=
  (ContinuousLinearMap.fst ℝ ℝ ℝ).comp (ContinuousLinearMap.snd ℝ (Fin n → ℝ) (ℝ × ℝ))

/-- The linear functional that reads off the thermostat position `s`. -/
def positionCoord (n : ℕ) : Phase n →L[ℝ] ℝ :=
  (ContinuousLinearMap.snd ℝ ℝ ℝ).comp (ContinuousLinearMap.snd ℝ (Fin n → ℝ) (ℝ × ℝ))

/-- The linear map `(dp, dz, ds) ↦ (exp(-tz) (dp - t dz p), dz, ds + t dz)`
at the point `(p, z, s)`. -/
def scalingJacobian (t : ℝ) (x : Phase n) : Phase n →L[ℝ] Phase n :=
  (Real.exp (-t * x.2.1) • ContinuousLinearMap.fst ℝ (Fin n → ℝ) (ℝ × ℝ) +
    (Real.exp (-t * x.2.1) • (-t) • frictionCoord n).smulRight x.1).prod
  ((frictionCoord n).prod (positionCoord n + t • frictionCoord n))

/-- A substep of duration `u` followed by one of duration `t` is a substep of
duration `t + u`. -/
theorem scalingStep_add (t u : ℝ) (x : Phase n) :
    scalingStep (t + u) x = scalingStep t (scalingStep u x) := by
  refine Prod.ext ?_ (Prod.ext rfl ?_)
  · change Real.exp (-(t + u) * x.2.1) • x.1 =
      Real.exp (-t * x.2.1) • Real.exp (-u * x.2.1) • x.1
    rw [smul_smul, ← Real.exp_add]
    congr 2
    ring
  · change x.2.2 + (t + u) * x.2.1 = x.2.2 + u * x.2.1 + t * x.2.1
    ring

/-- The substep of duration `-t` undoes the substep of duration `t`. -/
theorem scalingStep_neg (t : ℝ) (x : Phase n) :
    scalingStep (-t) (scalingStep t x) = x := by
  rw [← scalingStep_add, neg_add_cancel]
  simp [scalingStep]

/-- As a function of its duration, the substep solves the equations of motion
`p' = -z p`, `z' = 0`, `s' = z`. -/
theorem scalingStep_hasDerivAt (t : ℝ) (x : Phase n) :
    HasDerivAt (fun u => scalingStep u x) (scalingField (scalingStep t x)) t := by
  have h0 : HasDerivAt (fun u : ℝ => -u * x.2.1) (-x.2.1) t :=
    ((hasDerivAt_id' t).fun_neg.mul_const x.2.1).congr_deriv (by ring)
  have hs := ((hasDerivAt_id' t).mul_const x.2.1).const_add x.2.2
  refine ((h0.exp.smul_const x.1).prodMk
    ((hasDerivAt_const t x.2.1).prodMk hs)).congr_deriv ?_
  refine Prod.ext ?_ (Prod.ext rfl (one_mul _))
  change (Real.exp (-t * x.2.1) * -x.2.1) • x.1 = -x.2.1 • Real.exp (-t * x.2.1) • x.1
  rw [smul_smul, mul_comm]

/-- The derivative of the substep with respect to the phase point is `scalingJacobian`. -/
theorem scalingStep_hasFDerivAt (t : ℝ) (x : Phase n) :
    HasFDerivAt (scalingStep t) (scalingJacobian t x) x := by
  have hz : HasFDerivAt (fun y : Phase n => y.2.1) (frictionCoord n) x :=
    (frictionCoord n).hasFDerivAt
  have hs : HasFDerivAt (fun y : Phase n => y.2.2) (positionCoord n) x :=
    (positionCoord n).hasFDerivAt
  have hp : HasFDerivAt (fun y : Phase n => y.1)
      (ContinuousLinearMap.fst ℝ (Fin n → ℝ) (ℝ × ℝ)) x :=
    (ContinuousLinearMap.fst ℝ (Fin n → ℝ) (ℝ × ℝ)).hasFDerivAt
  exact ((hz.const_mul (-t)).exp.smul hp).prodMk (hz.prodMk (hs.add (hz.const_mul t)))

/-- The Jacobian determinant of the substep at `(p, z, s)` is `exp(-n t z)`. -/
theorem det_scalingStep (t : ℝ) (x : Phase n) :
    (fderiv ℝ (scalingStep t) x).det = Real.exp (-(n * t * x.2.1)) := by
  rw [(scalingStep_hasFDerivAt t x).fderiv]
  let b := (Pi.basisFun ℝ (Fin n)).prod
    ((Module.Basis.singleton Unit ℝ).prod (Module.Basis.singleton Unit ℝ))
  let M := LinearMap.toMatrix b b (scalingJacobian t x : Phase n →ₗ[ℝ] Phase n)
  -- in the order p, z, s the matrix is block triangular
  have hM : M = Matrix.fromBlocks (Real.exp (-t * x.2.1) • 1) M.toBlocks₁₂ 0
      (Matrix.fromBlocks 1 0 (Matrix.of fun _ _ => t) 1) := by
    ext (i | i | i) (j | j | j) <;>
      simp [M, b, Matrix.toBlocks₁₂, LinearMap.toMatrix_apply, scalingJacobian,
        frictionCoord, positionCoord, Matrix.one_apply, Pi.single_apply]
  have hdet : (scalingJacobian t x).det = M.det := (LinearMap.det_toMatrix b _).symm
  rw [hdet, hM, Matrix.det_fromBlocks_zero₂₁, Matrix.det_fromBlocks_zero₁₂]
  simp only [Matrix.det_smul, Matrix.det_one, Fintype.card_fin, mul_one]
  rw [← Real.exp_nat_mul]
  congr 1
  ring

/-- The `exp(a s)`-weighted volume of the image of a measurable set `B` under the substep
is the integral of `exp(a s + (a - n) t z)` over `B`. -/
theorem weightedMeasure_image (t a : ℝ) {B : Set (Phase n)} (hB : MeasurableSet B) :
    weightedMeasure n a (scalingStep t '' B) =
      ∫⁻ x in B, ENNReal.ofReal (Real.exp (a * x.2.2 + (a - n) * (t * x.2.1))) := by
  have hinj : Function.Injective (scalingStep (n := n) t) :=
    Function.LeftInverse.injective (scalingStep_neg t)
  -- Lebesgue measure on the product space is translation invariant
  have haar₂ : (volume : Measure (ℝ × ℝ)).IsAddHaarMeasure := by
    rw [Measure.volume_eq_prod]
    infer_instance
  have haar₁ : (volume : Measure (Fin n → ℝ)).IsAddHaarMeasure := by
    rw [← addHaarMeasure_eq_volume_pi]
    infer_instance
  have prodHaar : ∀ (μ : Measure (Fin n → ℝ)) (ν : Measure (ℝ × ℝ)),
      μ.IsAddHaarMeasure → ν.IsAddHaarMeasure → (μ.prod ν).IsAddHaarMeasure := by
    intro μ ν hμ hν
    infer_instance
  have haar : (volume : Measure (Phase n)).IsAddHaarMeasure :=
    prodHaar volume volume haar₁ haar₂
  rw [weightedMeasure, withDensity_apply',
    lintegral_image_eq_lintegral_abs_det_fderiv_mul volume hB
      (fun x _ => (scalingStep_hasFDerivAt t x).hasFDerivWithinAt) hinj.injOn]
  refine lintegral_congr fun x => ?_
  rw [← (scalingStep_hasFDerivAt t x).fderiv, det_scalingStep, abs_of_pos (Real.exp_pos _),
    ← ENNReal.ofReal_mul (Real.exp_pos _).le, ← Real.exp_add]
  congr 2
  simp only [scalingStep]
  ring

/-- The substep of any duration preserves the measure `exp(n s) dp dz ds`, where `n` is the
number of momentum components. -/
theorem scalingStep_measurePreserving (t : ℝ) :
    MeasurePreserving (scalingStep t) (weightedMeasure n n) (weightedMeasure n n) := by
  have hm : Measurable (scalingStep (n := n) t) :=
    (continuous_iff_continuousAt.2 fun x =>
      (scalingStep_hasFDerivAt t x).continuousAt).measurable
  have hsurj : Function.Surjective (scalingStep (n := n) t) := fun x =>
    ⟨scalingStep (-t) x, by simpa using scalingStep_neg (-t) x⟩
  refine ⟨hm, Measure.ext fun A hA => ?_⟩
  -- write A as the image of its preimage and change variables
  have h := weightedMeasure_image t n (hm hA)
  rw [Set.image_preimage_eq A hsurj] at h
  rw [Measure.map_apply hm hA, h, weightedMeasure, withDensity_apply _ (hm hA)]
  simp

/-- If a substep of nonzero duration preserves the measure `exp(a s) dp dz ds`, then `a` is
the number `n` of momentum components. -/
theorem exponent_eq_of_measurePreserving {t a : ℝ} (ht : t ≠ 0)
    (h : MeasurePreserving (scalingStep t) (weightedMeasure n a) (weightedMeasure n a)) :
    a = n := by
  have hf : Continuous fun x : Phase n => ENNReal.ofReal (Real.exp (a * x.2.2)) :=
    ENNReal.continuous_ofReal.comp (by fun_prop)
  have hg : Continuous fun x : Phase n =>
      ENNReal.ofReal (Real.exp (a * x.2.2 + (a - n) * (t * x.2.1))) :=
    ENNReal.continuous_ofReal.comp (by fun_prop)
  have hinv : Function.LeftInverse (scalingStep (n := n) (-t)) (scalingStep t) :=
    scalingStep_neg t
  have hinv' : Function.RightInverse (scalingStep (n := n) (-t)) (scalingStep t) :=
    fun x => by simpa using scalingStep_neg (-t) x
  have hm : Measurable (scalingStep (n := n) (-t)) :=
    (continuous_iff_continuousAt.2 fun x =>
      (scalingStep_hasFDerivAt (-t) x).continuousAt).measurable
  -- invariance says that two densities define the same measure
  have key : (volume : Measure (Phase n)).withDensity
        (fun x => ENNReal.ofReal (Real.exp (a * x.2.2))) =
      volume.withDensity
        (fun x => ENNReal.ofReal (Real.exp (a * x.2.2 + (a - n) * (t * x.2.1)))) := by
    refine Measure.ext fun B hB => ?_
    have him : MeasurableSet (scalingStep t '' B) := by
      rw [Set.image_eq_preimage_of_inverse hinv hinv']
      exact hm hB
    have h1 := h.measure_preimage him.nullMeasurableSet
    rw [Set.preimage_image_eq B hinv.injective, weightedMeasure_image t a hB] at h1
    rw [withDensity_apply (fun x : Phase n =>
      ENNReal.ofReal (Real.exp (a * x.2.2 + (a - n) * (t * x.2.1)))) hB]
    exact h1
  -- continuous densities of the same measure agree at every point
  have hae := (withDensity_eq_iff_of_sigmaFinite hf.measurable.aemeasurable
    hg.measurable.aemeasurable).1 key
  have hpt := congrFun ((Continuous.ae_eq_iff_eq volume hf hg).1 hae) (0, 1, 0)
  have hexp := Real.exp_injective ((ENNReal.ofReal_eq_ofReal_iff
    (Real.exp_pos _).le (Real.exp_pos _).le).1 hpt)
  have hzero : (a - n) * t = 0 := by linarith
  exact sub_eq_zero.1 ((mul_eq_zero.1 hzero).resolve_right ht)

/-- With at least one momentum component, a substep of nonzero duration does not preserve
Lebesgue measure `dp dz ds`. -/
theorem not_measurePreserving_volume {t : ℝ} (hn : n ≠ 0) (ht : t ≠ 0) :
    ¬ MeasurePreserving (scalingStep (n := n) t) volume volume := by
  intro h
  have h0 : weightedMeasure n 0 = volume := by
    simp only [weightedMeasure, zero_mul, Real.exp_zero, ENNReal.ofReal_one]
    exact withDensity_one
  rw [← h0] at h
  have h1 := exponent_eq_of_measurePreserving ht h
  exact hn (by exact_mod_cast h1.symm)

end

end NoseHooverScaling
```

```lean
#print axioms NoseHooverScaling.scalingStep_hasDerivAt
-- 'NoseHooverScaling.scalingStep_hasDerivAt' depends on axioms: [propext, Classical.choice, Quot.sound]
#print axioms NoseHooverScaling.scalingStep_measurePreserving
-- 'NoseHooverScaling.scalingStep_measurePreserving' depends on axioms: [propext, Classical.choice, Quot.sound]
#print axioms NoseHooverScaling.not_measurePreserving_volume
-- 'NoseHooverScaling.not_measurePreserving_volume' depends on axioms: [propext, Classical.choice, Quot.sound]
```

## The substep and its variables

A point of `Phase n` is a triple $(p,z,s)$ with $p\in\mathbb R^n$ and $z,s\in\mathbb R$. Lean nests the pairs, so `x.1` is $p$, `x.2.1` is $z$ and `x.2.2` is $s$. For $N$ unconstrained particles in three dimensions, $n=3N$.

The friction $z$ is an inverse time, often written $\xi$ or $\zeta$. The thermostat position $s$ is dimensionless and is often called $\eta$; it is the logarithm of the time-scaling variable that Nosé's formulation calls $s$. The letter $t$ stands for the duration of the substep and may have either sign.

The scaling part of the equations of motion, `scalingField`, is
$$\dot p=-zp,\qquad \dot z=0,\qquad \dot s=z .$$
Since $z$ stays constant, the solution after a time $t$ is
$$\varphi_t(p,z,s)=(e^{-tz}p,\;z,\;s+tz),$$
which is `scalingStep t`. The theorem `scalingStep_hasDerivAt` confirms that this map solves the equations, so the substep is the exact flow of its part of the dynamics.

## What the theorems say

`weightedMeasure n a` is the measure $\mu_a=e^{as}\,dp\,dz\,ds$, where `volume` is Lebesgue measure on the product space. It has infinite total mass and is not a probability distribution. The main statements are these:

- `det_scalingStep`: the Jacobian determinant of $\varphi_t$ at $(p,z,s)$ is $e^{-ntz}$.
- `scalingStep_measurePreserving`: $\varphi_t$ preserves $\mu_n$ for every real $t$ and every natural number $n$. In `weightedMeasure n n` the second `n` is read as a real number.
- `exponent_eq_of_measurePreserving`: if $t\neq0$ and $\varphi_t$ preserves $\mu_a$, then $a=n$.
- `not_measurePreserving_volume`: if $n\neq0$ and $t\neq0$, Lebesgue measure is not preserved.

`MeasurePreserving` means that the map is measurable and that the preimage of every measurable set has the same measure as the set itself.

The case $n=0$ is allowed. There are then no momenta, the map is the shear $(z,s)\mapsto(z,s+tz)$, and the preserved weight is $1$. For $t=0$ the map is the identity and preserves every weight, so the third statement needs $t\ne0$.

That third statement selects an exponent within the family $e^{as}$ only. Multiplying $e^{ns}$ by a positive continuous function of $z$, for instance, gives another preserved density, because $z$ does not change.

## The determinant and the compensating weight

Differentiating $\varphi_t$ gives
$$dp'=e^{-tz}(dp-t\,p\,dz),\qquad dz'=dz,\qquad ds'=ds+t\,dz .$$
In the order $p,z,s$ the Jacobian matrix is
$$J=\begin{pmatrix} e^{-tz}I_n & -t e^{-tz}p & 0\\ 0&1&0\\ 0&t&1\end{pmatrix}.$$
The column containing $p$ appears because the scaling factor depends on $z$, which is itself a coordinate. It lies above the diagonal blocks and does not affect the determinant:
$$\det J=(e^{-tz})^n\cdot 1=e^{-ntz}.$$

The map is invertible with inverse $\varphi_{-t}$, because $\varphi_{t+u}=\varphi_t\circ\varphi_u$ and $\varphi_0$ is the identity. For a measurable set $B$, the change of variables $(p',z',s')=\varphi_t(p,z,s)$ therefore gives
$$\mu_a(\varphi_t(B))=\int_B e^{a(s+tz)}e^{-ntz}\,dp\,dz\,ds=\int_B e^{as+(a-n)tz}\,dp\,dz\,ds .$$
For $a=n$ the extra exponent vanishes and $\mu_n(\varphi_t(B))=\mu_n(B)$. Physically, $s$ records the accumulated friction, and the weight $e^{ns}$ grows by exactly the factor by which the momentum volume has contracted.

Conversely, suppose that $\varphi_t$ preserves $\mu_a$. Then
$$\int_B e^{as}\,dp\,dz\,ds=\int_B e^{as+(a-n)tz}\,dp\,dz\,ds$$
for every measurable $B$, so the two densities agree almost everywhere. Both are continuous and every nonempty open set has positive Lebesgue measure, so they agree everywhere. At $p=0$, $z=1$, $s=0$ this reads $1=e^{(a-n)t}$. Hence $(a-n)t=0$, and $a=n$ when $t\neq0$. Lebesgue measure is the case $a=0$, so it can be preserved by a substep of nonzero duration only if $n=0$.

## The same steps in Lean

`scalingStep_add` proves the composition rule from the addition law of the exponential, and `scalingStep_neg` deduces the inverse.

`scalingJacobian` encodes the three differentials above as a continuous linear map, with `frictionCoord` and `positionCoord` reading off $dz$ and $ds$. `scalingStep_hasFDerivAt` obtains it from the product and chain rules.

In `det_scalingStep`, the equation `hM` writes the matrix in blocks. Its upper right block is left as `M.toBlocks₁₂`, since its entries are irrelevant once the lower left block is zero. Two determinant rules for block triangular matrices then reduce the problem to $(e^{-tz})^n$, and `Real.exp_nat_mul` turns the power into a single exponential.

`weightedMeasure_image` is the change of variables. The Mathlib theorem it uses requires an injective map and a translation-invariant reference measure; `hinj` and the statements ending in `haar` supply these. The integrand is then simplified as in the calculation above.

Because `MeasurePreserving` speaks of preimages, `scalingStep_measurePreserving` takes a measurable set $A$ and sets $B=\varphi_t^{-1}(A)$. Surjectivity gives $\varphi_t(B)=A$, and the image formula with $a=n$ finishes the proof.

In `exponent_eq_of_measurePreserving`, `key` states that the two densities define the same measure. The next steps pass from equality almost everywhere to equality at every point, and evaluate at `(0, 1, 0)`. The last theorem identifies `volume` with the weighted measure for $a=0$ and applies this result.

## A numerical instance and the sign of the exponent

Take $n=3$, $t=0.1$, $z=2$ and $s=0$ in consistent units. Then $tz=0.2$, each momentum component is multiplied by $e^{-0.2}\approx0.819$, and $s$ becomes $0.2$. The Jacobian determinant is $e^{-0.6}\approx0.549$, while the weight $e^{3s}$ rises from $1$ to $e^{0.6}\approx1.822$. Their product is $1$.

The sign of the exponent is easily lost. The determinant equals $e^{-n(s'-s)}$, where $s'=s+tz$, which may suggest the weight $e^{-ns}$. The weight has to compensate the contraction, not repeat it: with $e^{-3s}$ the product in this example would be $e^{-1.2}\approx0.301$.

## From the substep to a full integration step

The result bears on thermostatted molecular dynamics, with classical or ab initio forces, but for a single friction variable and for the scaling substep alone. A full step also moves the particle positions $q$, applies forces to $p$ and updates $z$ from the kinetic energy. In the usual splitting each of these operations is a shear of unit determinant that leaves $s$ fixed, so it preserves $e^{ns}\,dq\,dp\,dz\,ds$. The scaling substep leaves $q$ fixed and preserves this measure too, and hence so does a full step composed of these operations. This extension to the full step is not among the Lean theorems.
